# For a fixed Hamiltonian matrix, a site-diagonal Coulomb hole changes gaps by at most half the spread of $W^c_{ii}$

When a static COHSEX calculation is wanted only for gaps, the Coulomb-hole term may be left out of the matrix to be diagonalised if the resulting error is small enough. Take a lattice model with one orthonormal orbital per site, in which products of orbitals on different sites are neglected. The Coulomb hole is then diagonal, with elements $W^c_{ii}/2$, and the error can be bounded before this matrix is diagonalised. One takes the static screened interaction minus the bare one, $W^c = W(\omega=0) - v$, and reads off its on-site elements $w_i = W^c_{ii}$. If they lie between, say, $-6.0$ and $-5.2$ eV, no gap changes by more than $0.4$ eV.

```lean
import Mathlib

open Matrix

namespace CoulombHoleGaps

variable {n : ℕ}
```

## Levels and the Coulomb hole

Let $H$ be the $n\times n$ Hermitian matrix of all other terms, screened exchange included. Its levels $E_k$ are listed in increasing order with multiplicity, and a unitary $U$ of eigenvectors satisfies $HU = U\,\mathrm{diag}(E)$. This condition already makes $H$ Hermitian. Lean's `Fin n` labels both sites and levels, counting from 0.

```lean
/-- `E` lists the levels of `H` in increasing order, with multiplicity: a unitary matrix `U`
of eigenvectors satisfies `H U = U diag(E)`. -/
def IsOrderedSpectrum (H : Matrix (Fin n) (Fin n) ℂ) (E : Fin n → ℝ) : Prop :=
  Monotone E ∧ ∃ U : Matrix (Fin n) (Fin n) ℂ,
    Uᴴ * U = 1 ∧ H * U = U * diagonal (fun k => (E k : ℂ))
```

The Coulomb hole is $C = \mathrm{diag}(w_i/2)$. The factor $1/2$ is that of the energy of a charge in the polarisation which it induces itself, in linear response.

```lean
/-- The static Coulomb-hole term: a diagonal matrix with entries `w i / 2`, where `w i` is the
on-site element of the correlation part of the screened interaction. -/
noncomputable def coulombHole (w : Fin n → ℝ) : Matrix (Fin n) (Fin n) ℂ :=
  diagonal fun i => ((w i / 2 : ℝ) : ℂ)
```

For a unit vector, `energy` is the usual expectation value; in general it carries a factor $\sum_i|x_i|^2$.

```lean
/-- The real part of `⟨x, H x⟩`, for a vector `x` that need not be normalised. -/
def energy (H : Matrix (Fin n) (Fin n) ℂ) (x : Fin n → ℂ) : ℝ :=
  (star x ⬝ᵥ H *ᵥ x).re
```

Every Hermitian matrix has such a list of levels: take an orthonormal eigenbasis and sort it by eigenvalue.

```lean
/-- Every Hermitian matrix has an ordered spectrum. -/
theorem exists_isOrderedSpectrum {H : Matrix (Fin n) (Fin n) ℂ} (hH : H.IsHermitian) :
    ∃ E, IsOrderedSpectrum H E := by
  let s := Tuple.sort hH.eigenvalues
  refine ⟨hH.eigenvalues ∘ s, Tuple.monotone_sort _,
    Matrix.of fun i k => (hH.eigenvectorBasis (s k)).ofLp i, ?_, ?_⟩
  · ext i j
    have h := orthonormal_iff_ite.mp hH.eigenvectorBasis.orthonormal (s i) (s j)
    simp only [PiLp.inner_apply, RCLike.inner_apply, s.injective.eq_iff] at h
    rw [mul_apply, one_apply]
    exact (Finset.sum_congr rfl fun l _ => mul_comm _ _).trans h
  · ext i j
    have h := congrFun (hH.mulVec_eigenvectorBasis (s j)) i
    rw [mul_diagonal]
    refine Eq.trans h ?_
    simp [mul_comm]
```

## Comparing two spectra

With $y = U^\dagger x$ and $H = U\,\mathrm{diag}(E)\,U^\dagger$,
$$\langle x,Hx\rangle = \sum_k E_k|y_k|^2 .$$

```lean
/-- If the columns of a unitary `U` are eigenvectors of `H` with real eigenvalues `E`, the energy
is the sum of the `E k` weighted by the squared amplitudes of `x` on these eigenvectors. -/
theorem energy_eq_sum {H U : Matrix (Fin n) (Fin n) ℂ} {E : Fin n → ℝ} (hU : Uᴴ * U = 1)
    (hH : H * U = U * diagonal (fun k => (E k : ℂ))) (x : Fin n → ℂ) :
    energy H x = ∑ k, E k * Complex.normSq ((Uᴴ *ᵥ x) k) := by
  have hU' : U * Uᴴ = 1 := mul_eq_one_comm.mp hU
  have hdec : H = U * diagonal (fun k => (E k : ℂ)) * Uᴴ := by
    rw [← hH, mul_assoc, hU', mul_one]
  have hq : star x ⬝ᵥ H *ᵥ x
      = star (Uᴴ *ᵥ x) ⬝ᵥ diagonal (fun k => (E k : ℂ)) *ᵥ (Uᴴ *ᵥ x) := by
    rw [star_mulVec, conjTranspose_conjTranspose, ← dotProduct_mulVec, hdec]
    simp only [mulVec_mulVec, mul_assoc]
  unfold energy
  rw [hq]
  generalize Uᴴ *ᵥ x = y
  simp only [dotProduct, mulVec_diagonal, Pi.star_apply, Complex.re_sum]
  refine Finset.sum_congr rfl fun k _ => ?_
  simp [Complex.normSq_apply]
  ring
```

For $H = 1$ this gives $\sum_k|y_k|^2 = \sum_k|x_k|^2$.

```lean
/-- A unitary change of basis preserves the squared norm. -/
theorem sum_normSq_unitary {U : Matrix (Fin n) (Fin n) ℂ} (hU : Uᴴ * U = 1) (x : Fin n → ℂ) :
    ∑ k, Complex.normSq ((Uᴴ *ᵥ x) k) = ∑ k, Complex.normSq (x k) := by
  have h1 := energy_eq_sum (H := 1) (E := fun _ => 1) hU (by simp) x
  have h2 := energy_eq_sum (H := 1) (U := 1) (E := fun _ => 1) (by simp) (by simp) x
  simpa using h1.symm.trans h2
```

Now let $A$ and $B$ have ordered levels $a_k$, $b_k$ and eigenvector matrices $U$, $V$. Write $N = \sum_i|x_i|^2$, and suppose $\langle x,Ax\rangle \le \langle x,Bx\rangle + cN$ for every $x$. Fix $k$ and require $(U^\dagger x)_i = 0$ for $i<k$ and $(V^\dagger x)_i = 0$ for $i>k$. These are $n-1$ linear conditions on $n$ unknowns, so some $x\neq 0$ meets them. For this $x$ only $A$-levels from $a_k$ upwards and $B$-levels up to $b_k$ contribute:
$$a_k N \le \langle x,Ax\rangle \le \langle x,Bx\rangle + cN \le (b_k + c)N .$$
Dividing by $N>0$ gives $a_k \le b_k + c$. In Lean the conditions are the rows of a matrix whose row $k$ is zero; its determinant vanishes, which supplies $x$.

```lean
/-- Weyl comparison of levels: if the energy of `A` exceeds that of `B` by at most `c` times the
squared norm in every vector, then each ordered level of `A` exceeds that of `B` by at most `c`. -/
theorem level_le {A B : Matrix (Fin n) (Fin n) ℂ} {a b : Fin n → ℝ} {c : ℝ}
    (hA : IsOrderedSpectrum A a) (hB : IsOrderedSpectrum B b)
    (h : ∀ x, energy A x ≤ energy B x + c * ∑ i, Complex.normSq (x i)) (k : Fin n) :
    a k ≤ b k + c := by
  obtain ⟨ha, U, hU, hAU⟩ := hA
  obtain ⟨hb, V, hV, hBV⟩ := hB
  -- a trial vector orthogonal to the A-states below k and to the B-states above k
  let M : Matrix (Fin n) (Fin n) ℂ :=
    Matrix.of fun i j => if i < k then Uᴴ i j else if k < i then Vᴴ i j else 0
  have hdet : M.det = 0 := det_eq_zero_of_row_eq_zero k (fun j => by simp [M])
  obtain ⟨x, hx0, hx⟩ := exists_mulVec_eq_zero_iff.mpr hdet
  have hlow : ∀ i, i < k → (Uᴴ *ᵥ x) i = 0 := fun i hi => by
    simpa [M, mulVec, dotProduct, hi] using congrFun hx i
  have hhigh : ∀ i, k < i → (Vᴴ *ᵥ x) i = 0 := fun i hi => by
    simpa [M, mulVec, dotProduct, hi, not_lt_of_ge hi.le] using congrFun hx i
  have hN : 0 < ∑ i, Complex.normSq (x i) := by
    obtain ⟨i, hi⟩ := Function.ne_iff.mp hx0
    exact Finset.sum_pos' (fun i _ => Complex.normSq_nonneg _)
      ⟨i, Finset.mem_univ i, Complex.normSq_pos.mpr hi⟩
  -- its energy is at least a k for A and at most b k for B, per unit squared norm
  have h1 : a k * ∑ i, Complex.normSq (x i) ≤ energy A x := by
    rw [energy_eq_sum hU hAU, ← sum_normSq_unitary hU x, Finset.mul_sum]
    refine Finset.sum_le_sum fun i _ => ?_
    rcases lt_or_ge i k with hi | hi
    · simp [hlow i hi]
    · exact mul_le_mul_of_nonneg_right (ha hi) (Complex.normSq_nonneg _)
  have h2 : energy B x ≤ b k * ∑ i, Complex.normSq (x i) := by
    rw [energy_eq_sum hV hBV, ← sum_normSq_unitary hV x, Finset.mul_sum]
    refine Finset.sum_le_sum fun i _ => ?_
    rcases lt_or_ge k i with hi | hi
    · simp [hhigh i hi]
    · exact mul_le_mul_of_nonneg_right (hb hi) (Complex.normSq_nonneg _)
  have h3 := h x
  exact le_of_mul_le_mul_right (by rw [add_mul]; linarith) hN
```

Taking $c=0$ in both directions shows that the ordered levels of a matrix are unique.

```lean
/-- The ordered spectrum of a matrix is unique. -/
theorem isOrderedSpectrum_unique {H : Matrix (Fin n) (Fin n) ℂ} {E F : Fin n → ℝ}
    (hE : IsOrderedSpectrum H E) (hF : IsOrderedSpectrum H F) : E = F := by
  funext k
  have h1 := level_le (c := 0) hE hF (fun x => by simp) k
  have h2 := level_le (c := 0) hF hE (fun x => by simp) k
  linarith
```

## From level shifts to gaps

Adding $C$ changes the energy by a weighted sum. If $m \le w_i \le M$ for all $i$, then
$$\tfrac m2 N \le \langle x,(H+C)x\rangle - \langle x,Hx\rangle = \sum_i \tfrac{w_i}{2}|x_i|^2 \le \tfrac M2 N .$$
The comparison, used once in each direction, puts every shift $E'_k - E_k$ between $m/2$ and $M/2$, where $E'$ are the levels of $H+C$.

```lean
/-- If all `w i` lie between `m` and `M`, the Coulomb hole shifts every ordered level by an amount
between `m / 2` and `M / 2`. -/
theorem level_shift_bounds {H : Matrix (Fin n) (Fin n) ℂ} {w E E' : Fin n → ℝ} {m M : ℝ}
    (hE : IsOrderedSpectrum H E) (hE' : IsOrderedSpectrum (H + coulombHole w) E')
    (hm : ∀ i, m ≤ w i) (hM : ∀ i, w i ≤ M) (k : Fin n) :
    E k + m / 2 ≤ E' k ∧ E' k ≤ E k + M / 2 := by
  have hadd : ∀ x, energy (H + coulombHole w) x
      = energy H x + ∑ i, w i / 2 * Complex.normSq (x i) := fun x => by
    have h := energy_eq_sum (H := coulombHole w) (U := 1) (E := fun i => w i / 2)
      (by simp) (by simp [coulombHole]) x
    rw [conjTranspose_one, one_mulVec] at h
    rw [← h]
    simp only [energy, add_mulVec, dotProduct_add, Complex.add_re]
  constructor
  · have h := level_le (c := -(m / 2)) hE hE' (fun x => by
      have hs : m / 2 * ∑ i, Complex.normSq (x i) ≤ ∑ i, w i / 2 * Complex.normSq (x i) := by
        rw [Finset.mul_sum]
        exact Finset.sum_le_sum fun i _ =>
          mul_le_mul_of_nonneg_right (by linarith [hm i]) (Complex.normSq_nonneg _)
      rw [hadd, neg_mul]
      linarith) k
    linarith
  · refine level_le hE' hE (fun x => ?_) k
    rw [hadd, Finset.mul_sum]
    have hs : ∑ i, w i / 2 * Complex.normSq (x i) ≤ ∑ i, M / 2 * Complex.normSq (x i) :=
      Finset.sum_le_sum fun i _ =>
        mul_le_mul_of_nonneg_right (by linarith [hM i]) (Complex.normSq_nonneg _)
    linarith
```

Take $m$ and $M$ to be the smallest and largest $w_i$. Two shifts in the same window differ by at most its width, so
$$|(E'_j-E'_i)-(E_j-E_i)| \le \frac{M-m}{2} \le \frac R2 .$$
Here $R$ is any upper bound on the differences $w_p - w_q$, and $i$, $j$ may come in either order.

```lean
/-- If the on-site elements `w` differ from one another by at most `R`, the Coulomb hole changes
the gap between any two ordered levels by at most `R / 2`. -/
theorem gap_change_le {H : Matrix (Fin n) (Fin n) ℂ} {w E E' : Fin n → ℝ} {R : ℝ}
    (hE : IsOrderedSpectrum H E) (hE' : IsOrderedSpectrum (H + coulombHole w) E')
    (hR : ∀ p q, w p - w q ≤ R) (i j : Fin n) :
    |(E' j - E' i) - (E j - E i)| ≤ R / 2 := by
  have : Nonempty (Fin n) := ⟨i⟩
  obtain ⟨p, hp⟩ := Finite.exists_min w
  obtain ⟨q, hq⟩ := Finite.exists_max w
  -- both levels move within the same window of width (w q - w p) / 2
  obtain ⟨h1, h2⟩ := level_shift_bounds hE hE' hp hq i
  obtain ⟨h3, h4⟩ := level_shift_bounds hE hE' hp hq j
  have h5 := hR q p
  rw [abs_le]
  constructor <;> linarith
```

$H$ is the same matrix with and without $C$. In a self-consistent COHSEX cycle the orbitals respond to $C$ and change $H$ as well, and the bound says nothing about that response.

Diagonality of $C$ matters too. For $H=0$ and $C=\begin{pmatrix}-s&t\\t&-s\end{pmatrix}$ with $0<|t|\le s$, the diagonal elements are uniform, yet a gap $2|t|$ opens. Some control of the off-diagonal elements is therefore needed.

## Sharpness and the uniform case

Two uncoupled sites with energies $0, g$ and $w=(0,R)$, where $g,R\ge0$, reach the bound: the gap grows from $g$ to $g+R/2$. The zero of $w$ is chosen for convenience: in a stable ground state the static $W^c_{ii}$ is never positive. Lowering both $w_i$ by $R$ gives the admissible signs $w=(-R,0)$ and the same gaps.

```lean
/-- The bound is attained: for two uncoupled sites with energies `0, g` and `w = (0, R)`, where
`g, R ≥ 0`, the levels `0, g` become `0, g + R / 2`. -/
theorem gap_change_sharp {g R : ℝ} (hg : 0 ≤ g) (hR : 0 ≤ R) :
    IsOrderedSpectrum (diagonal ![0, (g : ℂ)]) ![0, g] ∧
    IsOrderedSpectrum (diagonal ![0, (g : ℂ)] + coulombHole ![0, R]) ![0, g + R / 2] := by
  have mono : ∀ t : ℝ, 0 ≤ t → Monotone ![0, t] := by
    intro t ht i j hij
    fin_cases i <;> fin_cases j <;> simp_all
  refine ⟨⟨mono g hg, 1, by simp, ?_⟩, ⟨mono _ (by positivity), 1, by simp, ?_⟩⟩
  · ext i j
    fin_cases i <;> fin_cases j <;> simp
  · ext i j
    fin_cases i <;> fin_cases j <;> simp [coulombHole]
```

If $w$ is uniform, $R=0$ and no gap changes, although every level still moves by $w/2$. Conversely, suppose that $C$ leaves the gaps of every Hermitian $H$ unchanged. For $H=0$ all levels of $C$ must then equal one number $e$, so $C = U(e\,1)U^\dagger = e\,1$ and every $w_i = 2e$. Not every $H$ would serve as this test: with $H=\mathrm{diag}(0,1)$ and $w=(0,-4)$ the levels $0,1$ become $-1,0$, and the gap is still $1$.

```lean
/-- The Coulomb hole leaves all gaps of all Hermitian matrices unchanged exactly when the on-site
elements `w` are uniform. -/
theorem gaps_unchanged_iff_uniform (w : Fin n → ℝ) :
    (∀ (H : Matrix (Fin n) (Fin n) ℂ) (E E' : Fin n → ℝ), IsOrderedSpectrum H E →
      IsOrderedSpectrum (H + coulombHole w) E' → ∀ i j, E' j - E' i = E j - E i) ↔
    ∀ p q, w p = w q := by
  constructor
  · intro h p q
    have hC : (coulombHole w).IsHermitian := by
      unfold IsHermitian coulombHole
      rw [diagonal_conjTranspose]
      congr 1
      funext i
      exact Complex.conj_ofReal _
    obtain ⟨e, he⟩ := exists_isOrderedSpectrum hC
    -- test on H = 0, whose levels all vanish
    have h0 : IsOrderedSpectrum (0 : Matrix (Fin n) (Fin n) ℂ) (fun _ => 0) :=
      ⟨monotone_const, 1, by simp, by simp⟩
    have hconst : ∀ k, e k = e p := fun k => by
      have := h 0 _ e h0 (by rwa [zero_add]) p k
      linarith
    obtain ⟨-, U, hU, hCU⟩ := he
    have hD : diagonal (fun k => (e k : ℂ)) = (e p : ℂ) • (1 : Matrix (Fin n) (Fin n) ℂ) := by
      ext i j
      by_cases hij : i = j
      · subst hij
        simp [hconst i]
      · simp [hij]
    -- a Hermitian matrix with a single eigenvalue is a multiple of the identity
    have hscalar : coulombHole w = (e p : ℂ) • (1 : Matrix (Fin n) (Fin n) ℂ) := by
      have hU' : U * Uᴴ = 1 := mul_eq_one_comm.mp hU
      calc coulombHole w = coulombHole w * U * Uᴴ := by rw [mul_assoc, hU', mul_one]
        _ = (e p : ℂ) • (1 : Matrix (Fin n) (Fin n) ℂ) := by
          rw [hCU, hD, Matrix.mul_smul, mul_one, Matrix.smul_mul, hU']
    have hw : ∀ i, w i / 2 = e p := fun i => by
      have h2 : ((w i / 2 : ℝ) : ℂ) = (e p : ℂ) := by
        simpa [coulombHole] using congrFun (congrFun hscalar i) i
      exact Complex.ofReal_injective h2
    linarith [hw p, hw q]
  · intro hw H E E' hE hE' i j
    have h := gap_change_le (R := 0) hE hE' (fun p q => by rw [hw p q, sub_self]) i j
    rw [abs_le] at h
    linarith [h.1, h.2]

end CoulombHoleGaps
```

```lean
#print axioms CoulombHoleGaps.isOrderedSpectrum_unique
-- 'CoulombHoleGaps.isOrderedSpectrum_unique' depends on axioms: [propext, Classical.choice, Quot.sound]
#print axioms CoulombHoleGaps.gap_change_sharp
-- 'CoulombHoleGaps.gap_change_sharp' depends on axioms: [propext, Classical.choice, Quot.sound]
#print axioms CoulombHoleGaps.gaps_unchanged_iff_uniform
-- 'CoulombHoleGaps.gaps_unchanged_iff_uniform' depends on axioms: [propext, Classical.choice, Quot.sound]
```
